# Characteristic polynomial and Pfaffian bound of a real antisymmetric 4 × 4 matrix

In orbital-rotation formulations of SCF (direct minimisation and second-order methods), a step replaces real orthonormal orbitals \(\varphi_p\) by rotated ones, \(\varphi'_q = \sum_p \varphi_p U_{pq}\), with \(U = \exp K\) for a real matrix \(K\) called the generator. The new orbitals stay orthonormal if \(U^{\mathsf T}U = 1\). To first order in \(K\) this reads \(K^{\mathsf T} = -K\), and that antisymmetry is the hypothesis of this sheet. How far a step rotates is governed by the eigenvalues of \(K\), so one asks for its characteristic polynomial. For four real orbitals the polynomial depends on just two numbers, \(s\) and \(f\) below, and these obey an inequality. The theorems concern \(K\) alone, at size four and over the reals; what is said about \(\exp K\), complex roots, the frequencies of the two-plane generator and the closing examples is ordinary argument that the file does not contain.

## The generator and its two invariants

Orbitals are numbered \(0,1,2,3\) as in Lean's `Fin 4`, so `K 0 1` is \(K_{01}\). The upper triangle is abbreviated
\[ a = K_{01},\quad b = K_{02},\quad c = K_{03},\quad d = K_{12},\quad e = K_{13},\quad g = K_{23}. \]

```lean
import Mathlib

open Matrix Polynomial

namespace AntisymmetricFourGenerator

noncomputable section
```

The matrix `gen` has this upper triangle, a zero diagonal and the negatives below it. Its last argument is named `f` in the code and \(g\) here, because \(f\) is kept for the Pfaffian.

```lean
/-- The antisymmetric generator on four orbitals whose upper triangle is `K 0 1 = a, K 0 2 = b, K 0
3 = c, K 1 2 = d, K 1 3 = e, K 2 3 = f`. -/
def gen (a b c d e f : ℝ) : Matrix (Fin 4) (Fin 4) ℝ :=
  !![0, a, b, c; -a, 0, d, e; -b, -d, 0, f; -c, -e, -f, 0]
```

The pair sum is \(s = \sum_{p<q} K_{pq}^2\), one term for each pair of orbitals that can be mixed.

```lean
/-- The sum `s` of `K_pq²` over the orbital pairs `p < q`. -/
def pairSqSum (K : Matrix (Fin 4) (Fin 4) ℝ) : ℝ :=
  ∑ p, ∑ q, if p < q then K p q ^ 2 else 0
```

The Pfaffian is \(f = K_{01}K_{23} - K_{02}K_{13} + K_{03}K_{12} = ag - be + cd\). Both `pairSqSum` and `pfaffian` are defined for any real \(4\times4\) matrix and read only its upper triangle.

```lean
/-- The Pfaffian `f = K01 K23 - K02 K13 + K03 K12`, with indices running from 0 to 3. -/
def pfaffian (K : Matrix (Fin 4) (Fin 4) ℝ) : ℝ :=
  K 0 1 * K 2 3 - K 0 2 * K 1 3 + K 0 3 * K 1 2
```

Two frequencies are defined for later use:
\[ \omega_\pm = \tfrac12\left(\sqrt{s + 2|f|} \pm \sqrt{s - 2|f|}\right). \]
`Real.sqrt` returns zero for a negative argument, and part (e) shows that this case never arises here.

```lean
/-- The frequency `ω₊ = (√(s + 2|f|) + √(s - 2|f|)) / 2`. -/
def freqPlus (K : Matrix (Fin 4) (Fin 4) ℝ) : ℝ :=
  (Real.sqrt (pairSqSum K + 2 * |pfaffian K|) + Real.sqrt (pairSqSum K - 2 * |pfaffian K|)) / 2

/-- The frequency `ω₋ = (√(s + 2|f|) - √(s - 2|f|)) / 2`. -/
def freqMinus (K : Matrix (Fin 4) (Fin 4) ℝ) : ℝ :=
  (Real.sqrt (pairSqSum K + 2 * |pfaffian K|) - Real.sqrt (pairSqSum K - 2 * |pfaffian K|)) / 2
```

## (a) Six free entries

Show that an antisymmetric \(K\) is determined by its entries above the diagonal.

The condition \(K^{\mathsf T} = -K\) says \(K_{ji} = -K_{ij}\) for all \(i,j\). Setting \(i = j\) gives \(K_{ii} = -K_{ii}\), so \(K_{ii} = 0\). Therefore
\[ K = \begin{pmatrix} 0 & a & b & c \\ -a & 0 & d & e \\ -b & -d & 0 & g \\ -c & -e & -g & 0 \end{pmatrix}. \]

In `eq_gen` the hypothesis is `hK : Kᵀ = -K`. The lines `h` and `hd` are the two relations above, and `fin_cases` visits the sixteen entries: upper ones agree by definition, diagonal ones by `hd`, lower ones by `h`.

```lean
variable {K : Matrix (Fin 4) (Fin 4) ℝ}

/-- An antisymmetric generator is fixed by its six entries above the diagonal. -/
theorem eq_gen (hK : Kᵀ = -K) :
    K = gen (K 0 1) (K 0 2) (K 0 3) (K 1 2) (K 1 3) (K 2 3) := by
  have h : ∀ i j, K j i = -K i j := fun i j => congrFun (congrFun hK i) j
  have hd : ∀ i, K i i = 0 := fun i => by linarith [h i i]
  ext i j
  fin_cases i <;> fin_cases j <;> first | rfl | exact hd _ | exact h _ _
```

## (b) The pair sum as six squares

Write \(s\) out for an arbitrary real \(4\times4\) matrix.

The pairs with \(p<q\) are \(01, 02, 03, 12, 13, 23\), so \(s = a^2+b^2+c^2+d^2+e^2+g^2\).

The proof of `pairSqSum_eq` expands the double sum into sixteen terms and decides `p < q` in each, which leaves these six.

```lean
/-- The pair sum `s` written out as six squares. -/
theorem pairSqSum_eq (K : Matrix (Fin 4) (Fin 4) ℝ) :
    pairSqSum K =
      K 0 1 ^ 2 + K 0 2 ^ 2 + K 0 3 ^ 2 + K 1 2 ^ 2 + K 1 3 ^ 2 + K 2 3 ^ 2 := by
  unfold pairSqSum
  simp only [Fin.sum_univ_four]
  simp +decide only [if_true, if_false]
  ring1
```

## (c) The secular determinant

For antisymmetric \(K\) and real \(x\), show that \(\det(x\,1 - K) = x^4 + s x^2 + f^2\), where \(1\) is the unit matrix.

By (a),
\[ x\,1 - K = \begin{pmatrix} x & -a & -b & -c \\ a & x & -d & -e \\ b & d & x & -g \\ c & e & g & x \end{pmatrix}. \]
Let \(M_j\) be the minor obtained by deleting row 0 and column \(j\). Expansion along row 0 gives \(\det(x\,1-K) = xM_0 + aM_1 - bM_2 + cM_3\), with
\[ \begin{aligned}
M_0 &= x(x^2+g^2) + d(dx+eg) - e(dg - ex) = x^3 + (d^2+e^2+g^2)\,x,\\
M_1 &= a(x^2+g^2) + d(bx+cg) - e(bg - cx) = a x^2 + (bd+ce)\,x + g f,\\
M_2 &= a(dx+eg) - x(bx+cg) - e(be - cd) = -b x^2 + (ad - cg)\,x + e f,\\
M_3 &= a(dg - ex) - x(bg - cx) - d(be - cd) = c x^2 - (ae+bg)\,x + d f.
\end{aligned} \]
The \(x^2\) terms add up to \((d^2+e^2+g^2) + (a^2+b^2+c^2) = s\). The linear terms are \(a(bd+ce) - b(ad-cg) - c(ae+bg) = 0\). The constant is \((ag - be + cd)f = f^2\).

In `det_shift`, `Matrix.scalar (Fin 4) x` is \(x\,1\). The proof replaces \(K\) by `gen a b c d e f` through (a), `hm` is the displayed matrix, `Matrix.det_succ_row_zero` is the expansion along row 0, applied again to the minors, and `ring1` collects powers of \(x\).

```lean
/-- The secular determinant of an antisymmetric generator is
`det (x - K) = x⁴ + s x² + f²`. -/
theorem det_shift (hK : Kᵀ = -K) (x : ℝ) :
    (Matrix.scalar (Fin 4) x - K).det = x ^ 4 + pairSqSum K * x ^ 2 + pfaffian K ^ 2 := by
  obtain ⟨a, b, c, d, e, f, rfl⟩ : ∃ a b c d e f, K = gen a b c d e f :=
    ⟨_, _, _, _, _, _, eq_gen hK⟩
  have hs : pairSqSum (gen a b c d e f) = a ^ 2 + b ^ 2 + c ^ 2 + d ^ 2 + e ^ 2 + f ^ 2 :=
    pairSqSum_eq _
  have hp : pfaffian (gen a b c d e f) = a * f - b * e + c * d := rfl
  have hm : Matrix.scalar (Fin 4) x - gen a b c d e f =
      !![x, -a, -b, -c; a, x, -d, -e; b, d, x, -f; c, e, f, x] := by
    ext i j
    fin_cases i <;> fin_cases j <;> simp [gen, Matrix.scalar_apply]
  rw [hm, hs, hp]
  -- Laplace expansion along the first row
  simp [Matrix.det_succ_row_zero, Fin.sum_univ_succ, Fin.succAbove]
  ring1
```

## (d) The characteristic polynomial

Conclude that the characteristic polynomial of an antisymmetric \(K\) is \(X^4 + sX^2 + f^2\) in the indeterminate \(X\).

The characteristic polynomial takes the value \(\det(x\,1-K)\) at each real \(x\). By (c) it agrees with \(X^4 + sX^2+f^2\) at infinitely many points, and a nonzero polynomial has finitely many roots, so their difference is zero.

`K.charpoly` follows the convention \(\det(X\,1 - K)\), and `C` turns a real number into a constant polynomial. `Polynomial.funext` is the argument from infinitely many points, and `Matrix.eval_charpoly` identifies the value at \(x\) with the determinant.

```lean
/-- The characteristic polynomial of an antisymmetric generator is `X⁴ + s X² + f²`. -/
theorem charpoly_eq (hK : Kᵀ = -K) :
    K.charpoly = X ^ 4 + C (pairSqSum K) * X ^ 2 + C (pfaffian K ^ 2) := by
  apply Polynomial.funext
  intro x
  rw [Matrix.eval_charpoly, det_shift hK]
  simp only [eval_add, eval_mul, eval_pow, eval_X, eval_C]
```

## (e) The bound on the Pfaffian

Show that \(2|f| \le s\).

Each of the three products in \(f\) pairs two entries that occur once in \(s\), so the squares can be completed:
\[ s - 2f = (a-g)^2 + (b+e)^2 + (c-d)^2 \ge 0, \qquad s + 2f = (a+g)^2 + (b-e)^2 + (c+d)^2 \ge 0. \]
Since \(|f|\) is \(f\) or \(-f\), one of the two lines is \(s - 2|f| \ge 0\).

Only the upper triangle enters, so `two_abs_pfaffian_le` is stated for every real \(4\times4\) matrix with no antisymmetry hypothesis. `abs_choice` splits into \(|f| = f\) and \(|f| = -f\), and in each case `nlinarith` is handed the three squares of the matching line.

```lean
/-- The bound `2 |f| ≤ s` holds for every real four by four matrix. -/
theorem two_abs_pfaffian_le (K : Matrix (Fin 4) (Fin 4) ℝ) :
    2 * |pfaffian K| ≤ pairSqSum K := by
  rw [pairSqSum_eq]
  -- both s - 2f and s + 2f are sums of three squares
  rcases abs_choice (pfaffian K) with h | h <;> rw [h] <;> unfold pfaffian
  · nlinarith [sq_nonneg (K 0 1 - K 2 3), sq_nonneg (K 0 2 + K 1 3), sq_nonneg (K 0 3 - K 1 2)]
  · nlinarith [sq_nonneg (K 0 1 + K 2 3), sq_nonneg (K 0 2 - K 1 3), sq_nonneg (K 0 3 + K 1 2)]
```

## (f) Polynomial and bound together

State (d) and (e) as one result for antisymmetric \(K\).

Part (d) gives the polynomial and part (e), applied to this \(K\), gives the bound.

In words, `charpoly_and_bound` says: for every real \(4\times 4\) matrix \(K\) with \(K^{\mathsf T} = -K\), the characteristic polynomial is \(X^4 + sX^2 + f^2\) and \(2|f| \le s\). Antisymmetry is assumed, not derived from the orthogonality of \(\exp K\). Other numbers of orbitals are not covered, nor are the anti-Hermitian generators that mix complex orbitals.

```lean
/-- Main result: a real antisymmetric four by four matrix has characteristic polynomial
`X⁴ + s X² + f²`, and `2 |f| ≤ s`. -/
theorem charpoly_and_bound (hK : Kᵀ = -K) :
    K.charpoly = X ^ 4 + C (pairSqSum K) * X ^ 2 + C (pfaffian K ^ 2) ∧
      2 * |pfaffian K| ≤ pairSqSum K :=
  ⟨charpoly_eq hK, two_abs_pfaffian_le K⟩
```

## (g) Two real frequencies

Show that \(0 \le \omega_- \le \omega_+\) and that the characteristic polynomial is \((X^2+\omega_+^2)(X^2+\omega_-^2)\).

Put \(u = \sqrt{s+2|f|}\) and \(v = \sqrt{s-2|f|}\). By (e) both radicands are nonnegative, so \(u^2 = s+2|f|\), \(v^2 = s - 2|f|\) and \(0 \le v \le u\). Then \(\omega_- = (u-v)/2 \ge 0\) and \(\omega_+ - \omega_- = v \ge 0\). Further,
\[ \omega_+^2 + \omega_-^2 = \tfrac12(u^2+v^2) = s, \qquad \omega_+\omega_- = \tfrac14(u^2 - v^2) = |f|, \]
and so
\[ (X^2+\omega_+^2)(X^2+\omega_-^2) = X^4 + (\omega_+^2+\omega_-^2)X^2 + (\omega_+\omega_-)^2 = X^4 + sX^2 + f^2 . \]
One reads off the complex roots \(\pm i\omega_+\) and \(\pm i\omega_-\). For a rotation among four real orbitals, \(\exp K\) then has eigenvalues \(e^{\pm i\omega_+}\) and \(e^{\pm i\omega_-}\), so the two rotation angles of such an SCF step come from \(s\) and \(f\) without diagonalising \(K\).

In `charpoly_factor`, `hu` and `hv` are the values of \(u^2\) and \(v^2\), and `hle` and `hv0` are \(v \le u\) and \(0 \le v\). The coefficients in `linear_combination (hu + hv) / 2` and `linear_combination (hu - hv) / 4` are those of the sum and product above, and `hsq` squares the product.

```lean
/-- The characteristic polynomial of an antisymmetric generator factors over the reals as `(X² +
ω₊²)(X² + ω₋²)` with `0 ≤ ω₋ ≤ ω₊`. -/
theorem charpoly_factor (hK : Kᵀ = -K) :
    0 ≤ freqMinus K ∧ freqMinus K ≤ freqPlus K ∧
      K.charpoly = (X ^ 2 + C (freqPlus K ^ 2)) * (X ^ 2 + C (freqMinus K ^ 2)) := by
  have hb := two_abs_pfaffian_le K
  have h0 := abs_nonneg (pfaffian K)
  have hu := Real.sq_sqrt (show 0 ≤ pairSqSum K + 2 * |pfaffian K| by linarith)
  have hv := Real.sq_sqrt (show 0 ≤ pairSqSum K - 2 * |pfaffian K| by linarith)
  have hle := Real.sqrt_le_sqrt
    (show pairSqSum K - 2 * |pfaffian K| ≤ pairSqSum K + 2 * |pfaffian K| by linarith)
  have hv0 := Real.sqrt_nonneg (pairSqSum K - 2 * |pfaffian K|)
  -- Vieta: ω₊² + ω₋² = s and ω₊ ω₋ = |f|
  have hsum : freqPlus K ^ 2 + freqMinus K ^ 2 = pairSqSum K := by
    unfold freqPlus freqMinus
    linear_combination (hu + hv) / 2
  have hprod : freqPlus K * freqMinus K = |pfaffian K| := by
    unfold freqPlus freqMinus
    linear_combination (hu - hv) / 4
  have hsq : pfaffian K ^ 2 = freqPlus K ^ 2 * freqMinus K ^ 2 := by
    rw [← sq_abs (pfaffian K), ← hprod]
    ring
  refine ⟨by unfold freqMinus; linarith, by unfold freqPlus freqMinus; linarith, ?_⟩
  rw [charpoly_eq hK, ← hsum, hsq]
  simp only [map_add, map_mul]
  ring
```

## (h) The quartic identity for \(K\)

Show that \(K^4 + sK^2 + f^2\,1 = 0\) for antisymmetric \(K\).

The Cayley–Hamilton theorem says that a square matrix is annihilated by its characteristic polynomial. Substituting \(K\) for \(X\) in (d), with the constant \(f^2\) becoming \(f^2\,1\), gives the identity.

The general theorem is taken from Mathlib as `Matrix.aeval_self_charpoly`; what `cayley_hamilton` adds is its explicit form for this \(K\). The symbol `•` is multiplication of a matrix by a number.

```lean
/-- Cayley-Hamilton identity for an antisymmetric generator: `K⁴ + s K² + f² = 0`. -/
theorem cayley_hamilton (hK : Kᵀ = -K) :
    K ^ 4 + pairSqSum K • K ^ 2 + pfaffian K ^ 2 • (1 : Matrix (Fin 4) (Fin 4) ℝ) = 0 := by
  have h := Matrix.aeval_self_charpoly K
  rw [charpoly_eq hK] at h
  simp only [map_add, map_mul, map_pow, aeval_X, aeval_C, Algebra.algebraMap_eq_smul_one,
    smul_mul_assoc, one_mul, _root_.smul_pow, one_pow] at h
  exact h
```

## (i) The case of equality

Show that \(s = 2|f|\) holds exactly when \(K^2 = -\tfrac{s}{2}\,1\).

Suppose \(s = 2|f|\). Then \(s - 2\sigma f = 0\) for a sign \(\sigma = \pm1\), and the three squares in the matching line of (e) vanish: \(g = \sigma a\), \(e = -\sigma b\), \(d = \sigma c\). Hence \(s = 2(a^2+b^2+c^2)\). Let \(r_i\) be row \(i\) of \(K\). Antisymmetry gives \((K^2)_{ij} = \sum_k K_{ik}K_{kj} = -r_i\cdot r_j\). The squared lengths \(a^2+b^2+c^2\), \(a^2+d^2+e^2\), \(b^2+d^2+g^2\), \(c^2+e^2+g^2\) all equal \(s/2\). The products of different rows are
\[ \begin{aligned} r_0\cdot r_1 &= bd+ce, & r_0\cdot r_2 &= cg - ad, & r_0\cdot r_3 &= -ae - bg,\\ r_1\cdot r_2 &= ab+eg, & r_1\cdot r_3 &= ac - dg, & r_2\cdot r_3 &= bc+de, \end{aligned} \]
and each vanishes on substitution, for example \(bd + ce = \sigma bc - \sigma bc\) and \(ab + eg = ab - \sigma^2 ab\).

Conversely, suppose \(K^2 = -\tfrac s2\,1\). Then \(K^4 = \tfrac{s^2}{4}\,1\), and (h) becomes \(\left(\tfrac{s^2}{4} - \tfrac{s^2}{2} + f^2\right)1 = 0\). So \(s^2 = (2|f|)^2\), and both \(s\) and \(2|f|\) are nonnegative, which gives \(s = 2|f|\). The zero matrix is included, with \(s = f = 0\).

In `bound_eq_iff`, `key` says that three real squares with zero sum vanish separately. The two branches after `abs_choice` are \(\sigma = +1\) and \(\sigma = -1\); each substitutes the three relations and compares the sixteen entries of `K * K`. In the converse, `h1` is the matrix equation, `h00` is its \(00\) entry, and `sq_eq_sq₀` removes the squares.

```lean
/-- Equality case for an antisymmetric generator: `s = 2 |f|` holds exactly when `K² = -(s/2) 1`. -/
theorem bound_eq_iff (hK : Kᵀ = -K) :
    pairSqSum K = 2 * |pfaffian K| ↔
      K * K = (-(pairSqSum K / 2)) • (1 : Matrix (Fin 4) (Fin 4) ℝ) := by
  constructor
  · intro h
    have key : ∀ u v w : ℝ, u ^ 2 + v ^ 2 + w ^ 2 = 0 → u = 0 ∧ v = 0 ∧ w = 0 := by
      intro u v w huvw
      refine ⟨?_, ?_, ?_⟩ <;>
        exact (pow_eq_zero_iff two_ne_zero).mp
          (by linarith [sq_nonneg u, sq_nonneg v, sq_nonneg w])
    obtain ⟨a, b, c, d, e, f, rfl⟩ : ∃ a b c d e f, K = gen a b c d e f :=
      ⟨_, _, _, _, _, _, eq_gen hK⟩
    have hs : pairSqSum (gen a b c d e f) = a ^ 2 + b ^ 2 + c ^ 2 + d ^ 2 + e ^ 2 + f ^ 2 :=
      pairSqSum_eq _
    have hp : pfaffian (gen a b c d e f) = a * f - b * e + c * d := rfl
    rw [hs, hp] at h
    rw [hs]
    -- one of the two sums of three squares vanishes
    rcases abs_choice (a * f - b * e + c * d) with h1 | h1 <;> rw [h1] at h
    · obtain ⟨h2, h3, h4⟩ := key (a - f) (b + e) (c - d) (by linear_combination h)
      rw [show f = a by linarith, show e = -b by linarith, show d = c by linarith]
      ext i j
      fin_cases i <;> fin_cases j <;>
        simp [gen, Matrix.mul_apply, Fin.sum_univ_succ, Matrix.one_apply] <;> ring
    · obtain ⟨h2, h3, h4⟩ := key (a + f) (b - e) (c + d) (by linear_combination h)
      rw [show f = -a by linarith, show e = b by linarith, show d = -c by linarith]
      ext i j
      fin_cases i <;> fin_cases j <;>
        simp [gen, Matrix.mul_apply, Fin.sum_univ_succ, Matrix.one_apply] <;> ring
  · intro h
    -- inserting K² into Cayley-Hamilton leaves f² - s²/4 = 0
    have h4 : K ^ 4 = K * K * (K * K) := by noncomm_ring
    have h1 : (pfaffian K ^ 2 - pairSqSum K ^ 2 / 4) • (1 : Matrix (Fin 4) (Fin 4) ℝ) = 0 := by
      rw [← cayley_hamilton hK, h4, pow_two K, h]
      simp only [smul_mul_assoc, one_mul]
      module
    have h00 : pfaffian K ^ 2 - pairSqSum K ^ 2 / 4 = 0 := by
      simpa using congrFun (congrFun h1 0) 0
    have hb := two_abs_pfaffian_le K
    have h0 := abs_nonneg (pfaffian K)
    have hsq : pairSqSum K ^ 2 = (2 * |pfaffian K|) ^ 2 := by
      rw [mul_pow, sq_abs]
      linarith
    exact (sq_eq_sq₀ (by linarith) (by linarith)).mp hsq
```

## (j) Two independent rotation planes

Take the generator that mixes orbitals 0, 1 at rate \(\alpha\) and orbitals 2, 3 at rate \(\beta\), with \(\alpha,\beta\) real. Check antisymmetry and find \(s\) and \(f\).

Here \(a = \alpha\), \(g = \beta\) and \(b=c=d=e=0\). The nonzero candidates are \(K_{01} = \alpha = -K_{10}\) and \(K_{23} = \beta = -K_{32}\), so \(K^{\mathsf T} = -K\). From (b), \(s = \alpha^2+\beta^2\), and \(f = \alpha\beta\). One may go on to note \(s \pm 2|f| = (|\alpha| \pm |\beta|)^2\), which makes \(\omega_+\) the larger and \(\omega_-\) the smaller of \(|\alpha|, |\beta|\).

`antisymm_witness` states the antisymmetry and the values of \(s\) and \(f\). The lines `hs` and `hp` insert the entries, and the transpose is compared entry by entry.

```lean
/-- The generator mixing orbitals 0, 1 at rate `α` and orbitals 2, 3 at rate `β` is antisymmetric,
with `s = α² + β²` and `f = α β`. -/
theorem antisymm_witness (α β : ℝ) :
    (gen α 0 0 0 0 β)ᵀ = -gen α 0 0 0 0 β ∧
      pairSqSum (gen α 0 0 0 0 β) = α ^ 2 + β ^ 2 ∧ pfaffian (gen α 0 0 0 0 β) = α * β := by
  have hs : pairSqSum (gen α 0 0 0 0 β) = α ^ 2 + 0 ^ 2 + 0 ^ 2 + 0 ^ 2 + 0 ^ 2 + β ^ 2 :=
    pairSqSum_eq _
  have hp : pfaffian (gen α 0 0 0 0 β) = α * β - 0 * 0 + 0 * 0 := rfl
  refine ⟨?_, by rw [hs]; ring, by rw [hp]; ring⟩
  ext i j
  fin_cases i <;> fin_cases j <;> simp [gen]

end

end AntisymmetricFourGenerator
```

```lean
#print axioms AntisymmetricFourGenerator.charpoly_and_bound
#print axioms AntisymmetricFourGenerator.charpoly_factor
#print axioms AntisymmetricFourGenerator.bound_eq_iff
```

```
'AntisymmetricFourGenerator.charpoly_and_bound' depends on axioms: [propext, Classical.choice, Quot.sound]
'AntisymmetricFourGenerator.charpoly_factor' depends on axioms: [propext, Classical.choice, Quot.sound]
'AntisymmetricFourGenerator.bound_eq_iff' depends on axioms: [propext, Classical.choice, Quot.sound]
```

## Matrices that are not antisymmetric

Take the symmetric matrix with \(K_{01} = K_{10} = 1\) and zeros elsewhere. It has \(s = 1\) and \(f = 0\), so the formula of (d) would give \(X^4 + X^2\), while the determinant is \((X^2 - 1)X^2 = X^4 - X^2\), with real roots \(\pm 1\). The matrix \(\operatorname{diag}(1,0,0,0)\) has \(s = f = 0\) and characteristic polynomial \(X^4 - X^3\); it satisfies \(s = 2|f|\) although \(K^2 = K \ne 0\), so (i) fails as well. In both cases the bound \(2|f| \le s\) still holds, as (e) requires.
